# Absorbing coupled dipoles with reciprocal coupling and positive semidefinite S respond uniquely and have nonnegative extinction

Take finitely many point dipoles p_j with bare polarizabilities a_j, coupled by a complex symmetric matrix G and subject to radiation reaction of strength ρ ≥ 0. With time dependence exp(−iωt), suppose that every dipole absorbs, Im a_j > 0, and that the real matrix S = Im G + ρI is positive semidefinite. Then every incident field E determines exactly one set of dipoles through

p_j/α_j − Σ_k G_jk p_k = E_j, with 1/α_j = 1/a_j − iρ,

and the extinction of that solution, in units where its prefactor is one, is absorption plus scattering, and is nonnegative:

Im Σ_j conj(E_j) p_j = Σ_j (Im a_j/|a_j|²) |p_j|² + ⟨p, Sp⟩ ≥ 0.

Discrete-dipole simulations of light scattering solve linear systems of this form, with various prescriptions for the polarizability. Here the dipoles are linear, finite in number and driven at one frequency.

## The dipole model

The sites form a finite index type `n`. An index may also label a site together with a Cartesian component, provided that the polarizability is diagonal in those components.

```lean
import Mathlib

open Matrix

namespace CoupledDipoles

noncomputable section

variable {n : Type*} [Fintype n] [DecidableEq n]
```

A dipole responds to the external field and to its own radiated field, which contributes iρp. Solving p = a(E + iρp) for p gives p = αE with

α = a/(1 − iρa).

```lean
/-- The polarizability `a / (1 - iρa)`: the bare polarizability `a` corrected for
radiation reaction of strength `ρ`. -/
def polarizability (ρ : ℝ) (a : ℂ) : ℂ := a / (1 - Complex.I * ρ * a)
```

Each dipole also feels the field Σ_k G_jk p_k of the coupling. The incident field needed to sustain given dipoles is therefore p_j/α_j − Σ_k G_jk p_k. Solving the scattering problem means inverting this map from p to E.

```lean
/-- The incident field `p_j / α_j - (G p)_j` that sustains the dipole moments `p`. -/
def drivingField (ρ : ℝ) (a : n → ℂ) (G : Matrix n n ℂ) (p : n → ℂ) : n → ℂ :=
  fun j => p j / polarizability ρ (a j) - (G *ᵥ p) j
```

The matrix S collects the dissipative part of the coupling, with Im taken entry by entry. In the usual convention G has zero diagonal and ρ supplies the self-term, though the theorems allow any diagonal. Positive semidefiniteness of S stands for passivity: no arrangement of dipoles radiates negative power. It is assumed here, not derived from a Green function.

```lean
/-- The radiative matrix `S = Im G + ρ I`. -/
def radiative (ρ : ℝ) (G : Matrix n n ℂ) : Matrix n n ℝ :=
  G.map Complex.im + ρ • (1 : Matrix n n ℝ)
```

With time dependence exp(−iωt), the power drawn from the incident field is proportional to Im Σ_j conj(E_j) p_j. The prefactor is set to one. In Lean, `star E ⬝ᵥ p` conjugates the first argument.

```lean
/-- The extinction `Im ⟨E, p⟩`, in units where the prefactor is one. -/
def extinction (E p : n → ℂ) : ℝ := (star E ⬝ᵥ p).im
```

The power lost inside the dipoles is weighted by Im a_j/|a_j|², which equals −Im(1/a_j).

```lean
/-- The absorption `∑ (Im a_j / |a_j|²) |p_j|²`. -/
def absorption (a p : n → ℂ) : ℝ := ∑ j, (a j).im / ‖a j‖ ^ 2 * ‖p j‖ ^ 2
```

The scattered power is the form ⟨p, Sp⟩, with the entries of S regarded as complex numbers. For symmetric G this form is already real, so taking its real part discards nothing.

```lean
/-- The scattering, defined as the real part of `⟨p, S p⟩`. -/
def scattering (ρ : ℝ) (G : Matrix n n ℂ) (p : n → ℂ) : ℝ :=
  (star p ⬝ᵥ ((radiative ρ G).map (fun x : ℝ => (x : ℂ)) *ᵥ p)).re
```

## Radiation reaction in the inverse polarizability

For a ≠ 0, inverting the definition of α gives

1/α = (1 − iρa)/a = 1/a − iρ.

```lean
/-- For `a ≠ 0`, radiation reaction shifts the inverse polarizability by `-iρ`. -/
theorem one_div_polarizability (ρ : ℝ) {a : ℂ} (ha : a ≠ 0) :
    1 / polarizability ρ a = 1 / a - Complex.I * ρ := by
  unfold polarizability
  rw [one_div_div, sub_div, mul_div_cancel_right₀ _ ha]
```

The denominator 1 − iρa has real part 1 + ρ Im a, which is at least 1 when ρ ≥ 0 and Im a > 0. It cannot vanish, and neither can a, so α ≠ 0. The Lean proof takes the real part of a supposed equation 1 − iρa = 0 and finds the contradiction by `nlinarith`.

```lean
/-- For `ρ ≥ 0`, the corrected polarizability of an absorbing dipole is nonzero. -/
theorem polarizability_ne_zero {ρ : ℝ} {a : ℂ} (hρ : 0 ≤ ρ) (ha : 0 < a.im) :
    polarizability ρ a ≠ 0 := by
  refine div_ne_zero (fun h => by simp [h] at ha) (fun h => ?_)
  have h' := congrArg Complex.re h
  simp only [Complex.sub_re, Complex.one_re, Complex.mul_re, Complex.mul_im, Complex.I_re,
    Complex.I_im, Complex.ofReal_re, Complex.ofReal_im, Complex.zero_re] at h'
  nlinarith [mul_nonneg hρ ha.le]
```

## Scattering as two real quadratic forms

Write p_j = u_j + iv_j with u and v real. Since S_jk is real,

Re[conj(p_j) S_jk p_k] = S_jk (u_j u_k + v_j v_k).

Summing over j and k gives

Re⟨p, Sp⟩ = u·Su + v·Sv.

Positivity of S on real vectors is therefore enough to make the scattering of complex dipoles nonnegative.

```lean
/-- The scattering is the sum of the real quadratic forms of `S` at the in-phase and
out-of-phase parts of the dipoles. -/
theorem scattering_eq (ρ : ℝ) (G : Matrix n n ℂ) (p : n → ℂ) :
    scattering ρ G p =
      (fun j => (p j).re) ⬝ᵥ (radiative ρ G *ᵥ fun j => (p j).re) +
      (fun j => (p j).im) ⬝ᵥ (radiative ρ G *ᵥ fun j => (p j).im) := by
  simp only [scattering, dotProduct, Matrix.mulVec, Finset.mul_sum, Complex.re_sum,
    ← Finset.sum_add_distrib]
  refine Finset.sum_congr rfl fun j _ => Finset.sum_congr rfl fun k _ => ?_
  simp only [Pi.star_apply, Complex.star_def, Matrix.map_apply, Complex.mul_re,
    Complex.mul_im, Complex.conj_re, Complex.conj_im, Complex.ofReal_re, Complex.ofReal_im]
  ring
```

## Reciprocity removes Re G from the power balance

A double sum of an antisymmetric array vanishes. If f_kj = −f_jk, exchanging the two summation labels shows that the sum equals its own negative.

```lean
omit [DecidableEq n] in
private lemma sum_antisymm (f : n → n → ℝ) (h : ∀ j k, f k j = -f j k) :
    ∑ j, ∑ k, f j k = 0 := by
  have h1 : ∑ j, ∑ k, f j k = ∑ j, ∑ k, f k j := Finset.sum_comm
  have h2 : ∑ j, ∑ k, f k j = -∑ j, ∑ k, f j k := by
    rw [← Finset.sum_neg_distrib]
    refine Finset.sum_congr rfl fun j _ => ?_
    rw [← Finset.sum_neg_distrib]
    exact Finset.sum_congr rfl fun k _ => h j k
  linarith
```

The power exchanged through the coupling contains

Im[conj(p_j) G_jk p_k] = Im G_jk (u_j u_k + v_j v_k) + Re G_jk (u_j v_k − v_j u_k).

The last bracket changes sign under j ↔ k. Because G_jk = G_kj, the whole second term is antisymmetric and sums to zero. What remains is

Im⟨p, Gp⟩ = Σ_jk Im G_jk (u_j u_k + v_j v_k).

The hypothesis `G.IsSymm` means Gᵀ = G, without complex conjugation; this is reciprocity, not Hermiticity. The proof adds the vanishing sum to the right-hand side and then compares the two sides term by term.

```lean
omit [DecidableEq n] in
private lemma coupling_im {G : Matrix n n ℂ} (hG : G.IsSymm) (p : n → ℂ) :
    (star p ⬝ᵥ (G *ᵥ p)).im = ∑ j, ((p j).re * (∑ k, (G j k).im * (p k).re) +
      (p j).im * (∑ k, (G j k).im * (p k).im)) := by
  -- reciprocity removes the contribution of `Re G`
  have h : ∑ j, ∑ k, (G j k).re * ((p j).re * (p k).im - (p j).im * (p k).re) = 0 :=
    sum_antisymm (fun j k => (G j k).re * ((p j).re * (p k).im - (p j).im * (p k).re))
      (fun j k => by simp only [hG.apply j k]; ring)
  rw [← add_zero (∑ j, ((p j).re * (∑ k, (G j k).im * (p k).re) +
      (p j).im * (∑ k, (G j k).im * (p k).im))), ← h]
  simp only [dotProduct, Matrix.mulVec, Finset.mul_sum, Complex.im_sum,
    ← Finset.sum_add_distrib]
  refine Finset.sum_congr rfl fun j _ => Finset.sum_congr rfl fun k _ => ?_
  simp only [Pi.star_apply, Complex.star_def, Complex.mul_re, Complex.mul_im,
    Complex.conj_re, Complex.conj_im]
  ring
```

## Extinction equals absorption plus scattering

At one site, let g be the field from the coupling, so that E = p/α − g. Then

conj(E) p = conj(1/α) |p|² − conj(g) p.

From 1/α = 1/a − iρ and Im(1/a) = −Im a/|a|² follows −Im(1/α) = Im a/|a|² + ρ. Also −Im[conj(g) p] = Im[conj(p) g]. Hence

Im[conj(E) p] = (Im a/|a|² + ρ) |p|² + Im[conj(p) g].

```lean
private lemma site_power (ρ : ℝ) {a : ℂ} (ha : a ≠ 0) (p g : ℂ) :
    (star (p / polarizability ρ a - g) * p).im =
      (a.im / ‖a‖ ^ 2 + ρ) * ‖p‖ ^ 2 + (star p * g).im := by
  rw [div_eq_mul_one_div, one_div_polarizability ρ ha]
  simp only [Complex.star_def, Complex.mul_im, Complex.mul_re, Complex.sub_re,
    Complex.sub_im, Complex.conj_re, Complex.conj_im, one_div, Complex.inv_re,
    Complex.inv_im, Complex.I_re, Complex.I_im, Complex.ofReal_re, Complex.ofReal_im,
    Complex.sq_norm, Complex.normSq_apply p]
  ring
```

Now sum over the sites, with g_j = Σ_k G_jk p_k:

Im⟨E, p⟩ = Σ_j (Im a_j/|a_j|²) |p_j|² + ρ Σ_j |p_j|² + Im⟨p, Gp⟩.

By the previous result, the last two terms combine into u·(Im G + ρI)u + v·(Im G + ρI)v, which is the scattering. In the proof, `hE` is the summed site balance and `hS` expands S applied to a real vector. The identity needs neither passivity nor absorption, only symmetric G and nonzero a_j.

```lean
/-- Power balance for reciprocal coupling and nonzero bare polarizabilities: extinction equals
absorption plus scattering. -/
theorem extinction_eq (ρ : ℝ) {a : n → ℂ} {G : Matrix n n ℂ} (ha : ∀ j, a j ≠ 0)
    (hG : G.IsSymm) (p : n → ℂ) :
    extinction (drivingField ρ a G p) p = absorption a p + scattering ρ G p := by
  have hS : ∀ (u : n → ℝ) (j : n),
      (radiative ρ G *ᵥ u) j = (∑ k, (G j k).im * u k) + ρ * u j := by
    intro u j
    simp [radiative, Matrix.mulVec, dotProduct, Matrix.one_apply, add_mul,
      Finset.sum_add_distrib]
  have hE : extinction (drivingField ρ a G p) p =
      (∑ j, ((a j).im / ‖a j‖ ^ 2 + ρ) * ‖p j‖ ^ 2) + (star p ⬝ᵥ (G *ᵥ p)).im := by
    simp only [extinction, dotProduct, Complex.im_sum, ← Finset.sum_add_distrib]
    exact Finset.sum_congr rfl fun j _ => site_power ρ (ha j) (p j) _
  rw [hE, coupling_im hG, scattering_eq]
  simp only [absorption, dotProduct, hS, ← Finset.sum_add_distrib]
  refine Finset.sum_congr rfl fun j _ => ?_
  rw [Complex.sq_norm (p j), Complex.normSq_apply]
  ring
```

## Absorption forces a unique response

Suppose that p is sustained by zero incident field. Its extinction is zero, so

0 = Σ_j (Im a_j/|a_j|²) |p_j|² + ⟨p, Sp⟩.

Both terms are nonnegative. If some p_j were nonzero, the first would be strictly positive, a contradiction. The linear map from p to E therefore has trivial kernel. In finite dimension an injective linear map from a space to itself is also surjective, so every E has exactly one p.

The theorem states three things for each E: all α_j are nonzero, exactly one p solves the system (`∃!`), and any solution satisfies the power balance with nonnegative extinction. In the proof, `L` packages the field map as a linear map, `hinj` is the argument about zero field, and `LinearMap.injective_iff_surjective` supplies existence.

```lean
/-- Main theorem: absorbing dipoles with reciprocal coupling and positive semidefinite `S`
respond uniquely to every incident field, and their extinction is absorption plus
scattering and is nonnegative. -/
theorem coupled_dipole_response {ρ : ℝ} {a : n → ℂ} {G : Matrix n n ℂ} (hρ : 0 ≤ ρ)
    (ha : ∀ j, 0 < (a j).im) (hG : G.IsSymm)
    (hS : ∀ x : n → ℝ, 0 ≤ x ⬝ᵥ (radiative ρ G *ᵥ x)) (E : n → ℂ) :
    (∀ j, polarizability ρ (a j) ≠ 0) ∧ (∃! p, drivingField ρ a G p = E) ∧
      ∀ p, drivingField ρ a G p = E →
        extinction E p = absorption a p + scattering ρ G p ∧ 0 ≤ extinction E p := by
  have ha0 : ∀ j, a j ≠ 0 := fun j h => by
    have := ha j
    simp [h] at this
  have hc : ∀ j, 0 < (a j).im / ‖a j‖ ^ 2 := fun j =>
    div_pos (ha j) (pow_pos (norm_pos_iff.mpr (ha0 j)) 2)
  have hsc : ∀ p, 0 ≤ scattering ρ G p := fun p => by
    rw [scattering_eq]
    exact add_nonneg (hS _) (hS _)
  have hab : ∀ p, 0 ≤ absorption a p := fun p =>
    Finset.sum_nonneg fun j _ => mul_nonneg (hc j).le (sq_nonneg _)
  let L : (n → ℂ) →ₗ[ℂ] (n → ℂ) :=
    { toFun := drivingField ρ a G
      map_add' := fun p q => by
        funext j
        simp only [drivingField, Matrix.mulVec_add, Pi.add_apply]
        ring
      map_smul' := fun c p => by
        funext j
        simp only [drivingField, Matrix.mulVec_smul, Pi.smul_apply, smul_eq_mul,
          RingHom.id_apply]
        ring }
  -- without incident field nothing can feed the absorption, so the dipoles vanish
  have hinj : Function.Injective L := by
    refine (injective_iff_map_eq_zero L).2 fun p hp => ?_
    by_contra hne
    obtain ⟨j, hj⟩ := Function.ne_iff.mp hne
    have hpos : 0 < absorption a p :=
      Finset.sum_pos' (fun i _ => mul_nonneg (hc i).le (sq_nonneg _))
        ⟨j, Finset.mem_univ j, mul_pos (hc j) (pow_pos (norm_pos_iff.mpr hj) 2)⟩
    have hp' : drivingField ρ a G p = 0 := hp
    have hb := extinction_eq ρ ha0 hG p
    have hz : extinction (0 : n → ℂ) p = 0 := by simp [extinction]
    rw [hp', hz] at hb
    linarith [hsc p]
  refine ⟨fun j => polarizability_ne_zero hρ (ha j), ?_, ?_⟩
  · obtain ⟨p, hp⟩ := LinearMap.injective_iff_surjective.mp hinj E
    exact ⟨p, hp, fun q hq => hinj (Eq.trans hq hp.symm)⟩
  · rintro p rfl
    have hb := extinction_eq ρ ha0 hG p
    exact ⟨hb, by rw [hb]; exact add_nonneg (hab p) (hsc p)⟩
```

## A bound on the dipoles from a minimum loss

Keep G symmetric and S positive semidefinite, and let every a_j be nonzero. Let γ ≥ 0 satisfy Im a_j ≥ γ|a_j|² at every site, so that γ is a lower bound on −Im(1/a_j). Write P = Σ_j |p_j|² and F = Σ_j |E_j|². Since scattering is nonnegative,

γP ≤ absorption ≤ Im⟨E, p⟩.

At each site, 2γ|E_j||p_j| ≤ |E_j|² + γ²|p_j|², because (|E_j| − γ|p_j|)² ≥ 0. Summing gives

2γ Im⟨E, p⟩ ≤ F + γ²P.

Together these yield 2γ²P ≤ F + γ²P, that is, γ²P ≤ F. The steps appear in the proof as `h1` to `h4`.

For γ > 0 this controls the error of an iterative solver in the same finite linear model. By linearity, the error in p is driven by the residual field, so its norm is at most the norm of the residual divided by γ.

```lean
/-- Stability bound for reciprocal coupling, positive semidefinite `S`, nonzero `a_j` and `γ ≥ 0`:
if `Im a_j ≥ γ |a_j|²` at every site, then dipoles `p` sustained by `E` satisfy `γ² ∑ |p_j|² ≤ ∑
|E_j|²`. -/
theorem dipole_bound {ρ γ : ℝ} {a : n → ℂ} {G : Matrix n n ℂ} (hγ : 0 ≤ γ)
    (ha : ∀ j, a j ≠ 0) (hloss : ∀ j, γ * ‖a j‖ ^ 2 ≤ (a j).im) (hG : G.IsSymm)
    (hS : ∀ x : n → ℝ, 0 ≤ x ⬝ᵥ (radiative ρ G *ᵥ x)) {E p : n → ℂ}
    (hE : drivingField ρ a G p = E) :
    γ ^ 2 * ∑ j, ‖p j‖ ^ 2 ≤ ∑ j, ‖E j‖ ^ 2 := by
  have hb := extinction_eq ρ ha hG p
  rw [hE, scattering_eq] at hb
  have h1 : γ * ∑ j, ‖p j‖ ^ 2 ≤ absorption a p := by
    rw [Finset.mul_sum]
    refine Finset.sum_le_sum fun j _ => mul_le_mul_of_nonneg_right ?_ (sq_nonneg _)
    exact (le_div_iff₀ (pow_pos (norm_pos_iff.mpr (ha j)) 2)).mpr (hloss j)
  have h2 : γ * ∑ j, ‖p j‖ ^ 2 ≤ extinction E p := by
    linarith [hS fun j => (p j).re, hS fun j => (p j).im]
  -- the extinction is limited by the field and dipole amplitudes
  have h3 : 2 * γ * extinction E p ≤ (∑ j, ‖E j‖ ^ 2) + γ ^ 2 * ∑ j, ‖p j‖ ^ 2 := by
    simp only [extinction, dotProduct, Complex.im_sum, Finset.mul_sum, Pi.star_apply,
      ← Finset.sum_add_distrib]
    refine Finset.sum_le_sum fun j _ => ?_
    have h := (le_abs_self _).trans (Complex.abs_im_le_norm (star (E j) * p j))
    rw [norm_mul, norm_star] at h
    have h' := mul_le_mul_of_nonneg_left h (mul_nonneg zero_le_two hγ)
    nlinarith [sq_nonneg (‖E j‖ - γ * ‖p j‖)]
  have h4 := mul_le_mul_of_nonneg_left h2 hγ
  nlinarith
```

## A lossless pair with a dark mode

If Im a_j > 0 is relaxed to Im a_j ≥ 0, uniqueness can fail. Take two dipoles with a = 1 and ρ = 1, hence 1/α = 1 − i, and let both off-diagonal elements of G be −1 + i, with zeros on the diagonal. These numbers are chosen for the algebra. They satisfy the hypotheses on G and S, but two point dipoles a nonzero distance apart in free space have |Im G_01| < ρ, so they do not describe such a pair.

```lean
/-- A reciprocal coupling between two dipoles, with off-diagonal element `-1 + i`. -/
def darkPair : Matrix (Fin 2) (Fin 2) ℂ :=
  !![0, -1 + Complex.I; -1 + Complex.I, 0]
```

All entries of S equal 1, so

x·Sx = (x_0 + x_1)² ≥ 0.

For the antiparallel dipoles p = (1, −1), the coupling field at site 0 is (−1 + i)(−1) = 1 − i, which equals p_0/α. At site 1 both quantities have the opposite sign. The incident field is zero at both sites although p is not; the normalised mode is (1, −1)/√2. It neither absorbs nor scatters, so the power balance gives no reason for it to vanish.

The Lean proof checks symmetry entry by entry, reduces the quadratic form to the square above, and evaluates the field at each site.

```lean
/-- For two lossless dipoles with `a = 1`, `ρ = 1` and this coupling, `S` is positive
semidefinite and the antiparallel dipoles `(1, -1)` need no incident field. -/
theorem lossless_dark_mode :
    darkPair.IsSymm ∧ (∀ x : Fin 2 → ℝ, 0 ≤ x ⬝ᵥ (radiative 1 darkPair *ᵥ x)) ∧
      drivingField 1 (fun _ => 1) darkPair ![1, -1] = 0 := by
  refine ⟨?_, fun x => ?_, ?_⟩
  · refine Matrix.IsSymm.ext fun i j => ?_
    fin_cases i <;> fin_cases j <;> simp [darkPair]
  · have h : x ⬝ᵥ (radiative 1 darkPair *ᵥ x) = (x 0 + x 1) ^ 2 := by
      simp [radiative, darkPair, dotProduct, Matrix.mulVec, Fin.sum_univ_two,
        Matrix.one_apply]
      ring
    rw [h]
    exact sq_nonneg _
  · funext j
    simp only [drivingField]
    rw [div_eq_mul_one_div, one_div_polarizability 1 one_ne_zero]
    fin_cases j <;>
      simp [darkPair, Matrix.mulVec, dotProduct, Fin.sum_univ_two] <;> ring

end

end CoupledDipoles
```

```lean
#print axioms CoupledDipoles.coupled_dipole_response
-- 'CoupledDipoles.coupled_dipole_response' depends on axioms: [propext, Classical.choice, Quot.sound]
#print axioms CoupledDipoles.dipole_bound
-- 'CoupledDipoles.dipole_bound' depends on axioms: [propext, Classical.choice, Quot.sound]
#print axioms CoupledDipoles.lossless_dark_mode
-- 'CoupledDipoles.lossless_dark_mode' depends on axioms: [propext, Classical.choice, Quot.sound]
```
